# In three dimensions, the radial integral of an r^(−n) tail beyond a positive cutoff stays bounded exactly when n > 3

Q: Take a pair potential that decays as \(r^{-3}\), and look at its tail beyond a cutoff \(r_c > 0\). A spherical shell at distance \(r\) has a weight proportional to \(r^2\), so the integrand is \(r^{-3} r^2 = 1/r\). The shells from \(r_c\) to \(2r_c\) give \(\log 2\), and those from \(2r_c\) to \(4r_c\) give \(\log 2\) again. Is that the whole mechanism?

A: Yes. Every doubling of the outer radius \(R\) adds the same amount, so the total has no bound. With \(r^{-4}\) the integrand is \(1/r^2\), and the total \(1/r_c - 1/R\) never exceeds \(1/r_c\).

Q: What happens for a general power?

A: In \(d\) dimensions the shell weight is \(r^{d-1}\), and an \(r^{-p}\) tail with real \(p\) gives

\[
I(R) = \int_{r_c}^{R} r^{d-1-p}\,dr =
\begin{cases}
\dfrac{r_c^{\,d-p} - R^{\,d-p}}{p-d}, & p \neq d,\\[2mm]
\log(R/r_c), & p = d.
\end{cases}
\]

If \(p > d\), then \(R^{d-p} \to 0\) and \(I(R) \to r_c^{d-p}/(p-d)\). For \(R \ge r_c\) the integral is nonnegative and at most this limit, so it is bounded. If \(p < d\), the same formula reads \((R^{d-p} - r_c^{d-p})/(d-p)\), which grows without limit, and so does the logarithm at \(p = d\). Boundedness is therefore equivalent to \(p > d\).

Q: And the energy?

A: In a fluid of uniform number density \(\rho\) with pair potential \(A r^{-n}\), the pairs between \(r_c\) and \(R\) contribute, per particle,

\[
E(R) = \frac{\rho}{2}\int_{r_c}^{R} 4\pi r^2\, A r^{-n}\,dr = 2\pi\rho A \int_{r_c}^{R} r^{2-n}\,dr .
\]

The factor \(1/2\) shares each pair energy between two particles. For \(\rho, A \neq 0\), a finite limit exists exactly when \(n > 3\). Dispersion, \(-C/r^6\), has \(A = -C\) and \(n = 6\), so the limit is \(-2\pi\rho C/(3r_c^3)\). For \(n = 3\) the energy is \(2\pi\rho A\log(R/r_c)\).

Q: Now show me that the Lean file talks about these quantities.

```lean
import Mathlib

open Filter Topology

namespace DivergentCutoffTails

noncomputable section
```

A: The radial integral comes first. The dimension `d` is a natural number, `p` is real, and the angular factor is left out.

```lean
/-- The radial integral of an `r^(-p)` tail between the cutoff `rc` and the outer radius `R`,
with the shell weight `r^(d-1)` of `d`-dimensional space. -/
def tailIntegral (d : ℕ) (p rc R : ℝ) : ℝ :=
  ∫ r in rc..R, r ^ (-p) * r ^ ((d : ℝ) - 1)
```

The energy has its own definition, with the \(4\pi r^2\) and the factor \(1/2\) written out, so you can compare it with the physical expression directly.

```lean
/-- The energy per particle of a uniform three-dimensional fluid of density `ρ` that comes from
pairs at distances between `rc` and `R`, for the pair potential `A r^(-n)`. -/
def tailEnergy (ρ A : ℝ) (n : ℕ) (rc R : ℝ) : ℝ :=
  ρ / 2 * ∫ r in rc..R, 4 * Real.pi * r ^ 2 * (A * r ^ (-(n : ℤ)))
```

Q: Where is the pair correlation function?

A: It is set to 1 beyond the cutoff. This assumption is built into `tailEnergy`, and it stands for a fluid in which distant particles are uncorrelated with the central one. A crystal or a cutoff inside the first few solvation shells would need the actual correlation function, and an interface would need the density profile as well.

Q: Dipoles have an angular dependence. Does your \(A/r^3\) describe them?

A: Only the decay with distance. The potential here is isotropic, whereas the interaction of two fixed dipoles changes sign with direction and averages to zero over a full sphere of directions. In a uniformly polarised sample, the sum of these interactions then depends on the sample's shape, even when the sample is large. The theorem concerns an \(r^{-3}\) tail without that cancellation.

Q: Bounded and convergent are different properties. Which one is proved?

A: Both, in separate theorems. `bounded_iff_three_lt` asks for one number `M` that bounds the absolute value of the integral for every `R` with `rc ≤ R`. `tail_correction_exists_iff` asks for a real `E` to which the energy tends as `R` goes to infinity, and it assumes `ρ ≠ 0` and `A ≠ 0`, since otherwise the energy vanishes for every `n`.

Q: Then take me through the proof.

A: The first lemma merges the two powers. Both radii are positive, so every `r` between them is positive, and there the exponents may be added.

```lean
/-- The potential and the shell weight combine into a single power of the distance. -/
theorem tailIntegral_eq_power (d : ℕ) (p : ℝ) {rc R : ℝ} (hrc : 0 < rc) (hR : 0 < R) :
    tailIntegral d p rc R = ∫ r in rc..R, r ^ ((d : ℝ) - 1 - p) := by
  unfold tailIntegral
  apply intervalIntegral.integral_congr
  intro r hr
  have hr0 : 0 < r := lt_of_lt_of_le (lt_min hrc hR) hr.1
  show r ^ (-p) * r ^ ((d : ℝ) - 1) = r ^ ((d : ℝ) - 1 - p)
  rw [← Real.rpow_add hr0]
  congr 1
  ring
```

The antiderivative comes next. Mathlib's `integral_rpow` accepts either an exponent above \(-1\), or an exponent different from \(-1\) on an interval that avoids zero. The proof uses the second alternative, which covers every \(p \neq d\).

```lean
/-- Away from the marginal exponent `p = d`, the radial integral is `1 / (p - d)` times a difference
of powers of the two radii. -/
theorem tailIntegral_of_ne (d : ℕ) {p rc R : ℝ} (hp : p ≠ d) (hrc : 0 < rc) (hR : 0 < R) :
    tailIntegral d p rc R = (rc ^ ((d : ℝ) - p) - R ^ ((d : ℝ) - p)) / (p - d) := by
  have hzero : (0 : ℝ) ∉ Set.uIcc rc R :=
    fun h => absurd h.1 (not_le_of_gt (lt_min hrc hR))
  have e : (d : ℝ) - 1 - p + 1 = d - p := by ring
  rw [tailIntegral_eq_power d p hrc hR,
    integral_rpow (Or.inr ⟨fun h => hp (by linarith), hzero⟩), e]
  have h1 : (d : ℝ) - p ≠ 0 := sub_ne_zero.2 hp.symm
  have h2 : p - (d : ℝ) ≠ 0 := sub_ne_zero.2 hp
  generalize R ^ ((d : ℝ) - p) = a
  generalize rc ^ ((d : ℝ) - p) = b
  rw [div_eq_div_iff h1 h2]
  ring
```

The excluded exponent gives the logarithm.

```lean
/-- At the marginal exponent `p = d`, the radial integral is the logarithm of the ratio of
the two radii. -/
theorem tailIntegral_marginal (d : ℕ) {rc R : ℝ} (hrc : 0 < rc) (hR : 0 < R) :
    tailIntegral d d rc R = Real.log (R / rc) := by
  have e : (d : ℝ) - 1 - d = -1 := by ring
  rw [tailIntegral_eq_power d d hrc hR, e]
  simp_rw [Real.rpow_neg_one]
  exact integral_inv_of_pos hrc hR
```

For \(p > d\) the term in `R` tends to zero, which leaves the limit.

```lean
/-- A tail that decays faster than `r^(-d)` has a finite radial integral out to infinity,
equal to `rc^(d-p) / (p-d)`. -/
theorem tailIntegral_tendsto (d : ℕ) {p rc : ℝ} (hp : (d : ℝ) < p) (hrc : 0 < rc) :
    Tendsto (tailIntegral d p rc) atTop (𝓝 (rc ^ ((d : ℝ) - p) / (p - d))) := by
  have h := tendsto_rpow_neg_atTop (sub_pos.2 hp)
  rw [neg_sub] at h
  have h2 := (h.const_sub (rc ^ ((d : ℝ) - p))).div_const (p - d)
  rw [sub_zero] at h2
  refine h2.congr' ?_
  filter_upwards [eventually_gt_atTop 0] with R hR
  exact (tailIntegral_of_ne d hp.ne' hrc hR).symm
```

For \(p \le d\) the proof splits as we did by hand, into a surviving positive power and the logarithm.

```lean
/-- A tail that decays as `r^(-d)` or more slowly has a radial integral that grows without
limit with the outer radius. -/
theorem tailIntegral_diverges (d : ℕ) {p rc : ℝ} (hp : p ≤ d) (hrc : 0 < rc) :
    Tendsto (tailIntegral d p rc) atTop atTop := by
  rcases hp.lt_or_eq with hlt | heq
  · -- slower decay: a positive power of `R` survives
    have h := tendsto_rpow_atTop (sub_pos.2 hlt)
    have h2 := (tendsto_atTop_add_const_right atTop (-(rc ^ ((d : ℝ) - p))) h).atTop_div_const
      (sub_pos.2 hlt)
    refine h2.congr' ?_
    filter_upwards [eventually_gt_atTop 0] with R hR
    rw [tailIntegral_of_ne d hlt.ne hrc hR]
    have h3 : (d : ℝ) - p ≠ 0 := sub_ne_zero.2 hlt.ne'
    have h4 : p - (d : ℝ) ≠ 0 := sub_ne_zero.2 hlt.ne
    generalize R ^ ((d : ℝ) - p) = a
    generalize rc ^ ((d : ℝ) - p) = b
    rw [div_eq_div_iff h3 h4]
    ring
  · -- marginal decay: the logarithm grows slowly, but without limit
    subst heq
    have h := Real.tendsto_log_atTop.comp (tendsto_id.atTop_div_const hrc)
    refine h.congr' ?_
    filter_upwards [eventually_gt_atTop 0] with R hR
    exact (tailIntegral_marginal d hrc hR).symm
```

Q: How does boundedness follow?

A: In one direction, suppose `M` is a bound and \(p \le d\). Divergence supplies an `R` beyond the cutoff where the integral exceeds `M`, a contradiction. In the other direction, the bound is the limit value: the integral is nonnegative, and dropping the subtracted power of `R` can only increase it.

```lean
/-- In `d` dimensions the radial integrals of an `r^(-p)` tail stay bounded for all outer
radii exactly when `p > d`. -/
theorem tailIntegral_bounded_iff (d : ℕ) (p : ℝ) {rc : ℝ} (hrc : 0 < rc) :
    (∃ M, ∀ R, rc ≤ R → |tailIntegral d p rc R| ≤ M) ↔ (d : ℝ) < p := by
  constructor
  · rintro ⟨M, hM⟩
    by_contra hp
    have h := tailIntegral_diverges d (not_lt.1 hp) hrc
    obtain ⟨R, h1, h2⟩ := ((h.eventually_gt_atTop M).and (eventually_ge_atTop rc)).exists
    exact absurd ((le_abs_self _).trans (hM R h2)) (not_le_of_gt h1)
  · intro hp
    refine ⟨rc ^ ((d : ℝ) - p) / (p - d), fun R hR => ?_⟩
    have hR0 : 0 < R := hrc.trans_le hR
    have hnn : 0 ≤ tailIntegral d p rc R := by
      unfold tailIntegral
      refine intervalIntegral.integral_nonneg hR fun r hr => ?_
      have hr0 : 0 ≤ r := hrc.le.trans hr.1
      exact mul_nonneg (Real.rpow_nonneg hr0 _) (Real.rpow_nonneg hr0 _)
    have hpow : 0 ≤ R ^ ((d : ℝ) - p) := Real.rpow_nonneg hR0.le _
    rw [abs_of_nonneg hnn, tailIntegral_of_ne d hp.ne' hrc hR0]
    exact div_le_div_of_nonneg_right (by linarith) (by linarith)
```

The three-dimensional version needs a translation from real exponents to integer ones.

```lean
/-- In three dimensions, with an integer exponent, the radial integral is that of
`r^(-n) r²`. -/
theorem tailIntegral_three (n : ℕ) {rc R : ℝ} (hrc : 0 < rc) (hR : 0 < R) :
    tailIntegral 3 n rc R = ∫ r in rc..R, r ^ (-(n : ℤ)) * r ^ 2 := by
  unfold tailIntegral
  apply intervalIntegral.integral_congr
  intro r hr
  have hr0 : 0 < r := lt_of_lt_of_le (lt_min hrc hR) hr.1
  have e : ((3 : ℕ) : ℝ) - 1 = ((2 : ℕ) : ℝ) := by norm_num
  show r ^ (-(n : ℝ)) * r ^ (((3 : ℕ) : ℝ) - 1) = r ^ (-(n : ℤ)) * r ^ 2
  rw [e, Real.rpow_neg hr0.le, Real.rpow_natCast, Real.rpow_natCast, zpow_neg, zpow_natCast]

/-- The integrals of `r^(-n) r²` from the cutoff to `R` stay bounded for all `R` beyond the
cutoff exactly when `n > 3`. -/
theorem bounded_iff_three_lt (n : ℕ) {rc : ℝ} (hrc : 0 < rc) :
    (∃ M, ∀ R, rc ≤ R → |∫ r in rc..R, r ^ (-(n : ℤ)) * r ^ 2| ≤ M) ↔ 3 < n := by
  have h := tailIntegral_bounded_iff 3 n hrc
  constructor
  · rintro ⟨M, hM⟩
    have h3 : ((3 : ℕ) : ℝ) < n := h.1 ⟨M, fun R hR => by
      rw [tailIntegral_three n hrc (hrc.trans_le hR)]
      exact hM R hR⟩
    exact_mod_cast h3
  · intro hn
    obtain ⟨M, hM⟩ := h.2 (by exact_mod_cast hn)
    refine ⟨M, fun R hR => ?_⟩
    rw [← tailIntegral_three n hrc (hrc.trans_le hR)]
    exact hM R hR
```

Q: And a negative `A` with \(n \le 3\), where the energy runs to minus infinity?

A: The proof needs no case distinction on the sign. It first writes the energy as \(2\pi\rho A\) times the radial integral.

```lean
/-- The tail energy per particle is `2πρA` times the radial integral. -/
theorem tailEnergy_eq (ρ A : ℝ) (n : ℕ) {rc R : ℝ} (hrc : 0 < rc) (hR : 0 < R) :
    tailEnergy ρ A n rc R = 2 * Real.pi * ρ * A * tailIntegral 3 n rc R := by
  rw [tailIntegral_three n hrc hR]
  unfold tailEnergy
  rw [← intervalIntegral.integral_const_mul, ← intervalIntegral.integral_const_mul]
  apply intervalIntegral.integral_congr
  intro r _
  dsimp only
  ring
```

If the energy had a finite limit, dividing by this nonzero constant would give the radial integral a finite limit too, which is impossible for \(n \le 3\).

```lean
/-- For a fluid of nonzero density and a potential `A r^(-n)` of nonzero strength, the tail
energy per particle has a finite limit as `R` tends to infinity exactly when `n > 3`. -/
theorem tail_correction_exists_iff {ρ A rc : ℝ} (n : ℕ) (hρ : ρ ≠ 0) (hA : A ≠ 0)
    (hrc : 0 < rc) :
    (∃ E, Tendsto (tailEnergy ρ A n rc) atTop (𝓝 E)) ↔ 3 < n := by
  have hc : 2 * Real.pi * ρ * A ≠ 0 :=
    mul_ne_zero (mul_ne_zero (mul_ne_zero two_ne_zero Real.pi_ne_zero) hρ) hA
  constructor
  · rintro ⟨E, hE⟩
    by_contra hn
    have hn' : (n : ℝ) ≤ ((3 : ℕ) : ℝ) := by exact_mod_cast not_lt.1 hn
    -- a finite energy would give a finite radial integral
    refine not_tendsto_nhds_of_tendsto_atTop (tailIntegral_diverges 3 hn' hrc)
      ((2 * Real.pi * ρ * A)⁻¹ * E) ?_
    refine (hE.const_mul (2 * Real.pi * ρ * A)⁻¹).congr' ?_
    filter_upwards [eventually_gt_atTop 0] with R hR
    rw [tailEnergy_eq ρ A n hrc hR, inv_mul_cancel_left₀ hc]
  · intro hn
    have hn' : ((3 : ℕ) : ℝ) < n := by exact_mod_cast hn
    refine ⟨_, ((tailIntegral_tendsto 3 hn' hrc).const_mul (2 * Real.pi * ρ * A)).congr' ?_⟩
    filter_upwards [eventually_gt_atTop 0] with R hR
    exact (tailEnergy_eq ρ A n hrc hR).symm
```

The two examples put in \(n = 6\) and \(n = 3\). The second theorem gives the closed form at finite `R`; that it has no finite limit for nonzero `ρ` and `A` is `tail_correction_exists_iff` at \(n = 3\).

```lean
/-- For the dispersion potential `-C/r⁶` the tail energy per particle converges to
`-2πρC / (3 rc³)`. -/
theorem dispersion_tail (ρ C : ℝ) {rc : ℝ} (hrc : 0 < rc) :
    Tendsto (tailEnergy ρ (-C) 6 rc) atTop
      (𝓝 (-(2 * Real.pi * ρ * C) / (3 * rc ^ 3))) := by
  have h6 : ((3 : ℕ) : ℝ) < ((6 : ℕ) : ℝ) := by norm_num
  have h := (tailIntegral_tendsto 3 h6 hrc).const_mul (2 * Real.pi * ρ * (-C))
  have e1 : ((3 : ℕ) : ℝ) - ((6 : ℕ) : ℝ) = -((3 : ℕ) : ℝ) := by norm_num
  have e2 : ((6 : ℕ) : ℝ) - ((3 : ℕ) : ℝ) = 3 := by norm_num
  have e : 2 * Real.pi * ρ * (-C) *
      (rc ^ (((3 : ℕ) : ℝ) - ((6 : ℕ) : ℝ)) / (((6 : ℕ) : ℝ) - ((3 : ℕ) : ℝ)))
      = -(2 * Real.pi * ρ * C) / (3 * rc ^ 3) := by
    rw [e1, e2, Real.rpow_neg hrc.le, Real.rpow_natCast]
    ring
  rw [e] at h
  refine h.congr' ?_
  filter_upwards [eventually_gt_atTop 0] with R hR
  exact (tailEnergy_eq ρ (-C) 6 hrc hR).symm

/-- For a potential `A/r³` the tail energy per particle is `2πρA log(R/rc)`. -/
theorem inverse_cube_tail (ρ A : ℝ) {rc R : ℝ} (hrc : 0 < rc) (hR : 0 < R) :
    tailEnergy ρ A 3 rc R = 2 * Real.pi * ρ * A * Real.log (R / rc) := by
  rw [tailEnergy_eq ρ A 3 hrc hR, tailIntegral_marginal 3 hrc hR]

end

end DivergentCutoffTails
```

```lean
#print axioms DivergentCutoffTails.tailIntegral_bounded_iff
#print axioms DivergentCutoffTails.tail_correction_exists_iff
#print axioms DivergentCutoffTails.dispersion_tail
#print axioms DivergentCutoffTails.inverse_cube_tail
```

```
'DivergentCutoffTails.tailIntegral_bounded_iff' depends on axioms: [propext, Classical.choice, Quot.sound]
'DivergentCutoffTails.tail_correction_exists_iff' depends on axioms: [propext, Classical.choice, Quot.sound]
'DivergentCutoffTails.dispersion_tail' depends on axioms: [propext, Classical.choice, Quot.sound]
'DivergentCutoffTails.inverse_cube_tail' depends on axioms: [propext, Classical.choice, Quot.sound]
```

Q: Where would I meet this in a simulation?

A: In the long-range correction of a molecular dynamics or Monte Carlo code: for an isotropic inverse-power tail in a uniform fluid, the criterion tells you whether a truncated energy can be completed by a finite constant. For a Lennard-Jones fluid with well depth \(\varepsilon\) and diameter \(\sigma\), \(C = 4\varepsilon\sigma^6\). At \(\rho\sigma^3 = 0.8\) and \(r_c = 2.5\sigma\), the dispersion term is about \(-0.43\,\varepsilon\) per particle. At fixed density and cutoff it is a constant, and it has to be recomputed when the density changes. Charges and dipoles are commonly treated with lattice sums such as Ewald's instead.
